# A Gaussian integral of v + cx solves the backward Kramers equation at a parabolic barrier

A particle in a solvent approaches the top of an energy barrier. It may still be on the reactant side and yet move fast enough to cross, or it may be past the top and be carried back. Its position alone therefore does not settle its prospects. Which combination of position and velocity does?

Let $x$ be the position measured from the barrier top and $v$ the velocity, with unit mass and $k_B=1$. The potential is $-w^2x^2/2$, the friction rate is $g$ and the temperature is $T$. Friction is memoryless, and the noise gives the velocity the diffusion coefficient $gT$ that thermal equilibrium at temperature $T$ requires.

In Lean 4 with Mathlib:

```lean
import Mathlib

open MeasureTheory Set Filter Topology

namespace KramersCommittor

noncomputable section
```

The committor is the probability of ending on the product side, here $x\to+\infty$. For these dynamics it is expected to obey the backward equation

$$v\,q_x+(w^2x-gv)\,q_v+gT\,q_{vv}=0 .$$

`SolvesBackward` says that functions $q_x$, $q_v$, $q_{vv}$ exist which are true derivatives (`HasDerivAt`) and satisfy this equation at every point $(x,v)$.

```lean
/-- `q x v` solves the backward Kramers equation
`v q_x + (w² x - g v) q_v + g T q_vv = 0` at a parabolic barrier, with genuine derivatives. -/
def SolvesBackward (g T w : ℝ) (q : ℝ → ℝ → ℝ) : Prop :=
  ∃ qx qv qvv : ℝ → ℝ → ℝ,
    (∀ x v, HasDerivAt (fun y => q y v) (qx x v) x) ∧
    (∀ x v, HasDerivAt (q x) (qv x v) v) ∧
    (∀ x v, HasDerivAt (qv x) (qvv x v) v) ∧
    ∀ x v, v * qx x v + (w ^ 2 * x - g * v) * qv x v + g * T * qvv x v = 0
```

The candidate solution depends on a slope

$$c=\tfrac12\left(g+\sqrt{g^2+4w^2}\right),$$

```lean
/-- The slope `c = (g + √(g² + 4 w²)) / 2`. -/
def ridgeSlope (g w : ℝ) : ℝ := (g + √(g ^ 2 + 4 * w ^ 2)) / 2
```

on a coefficient $a=(c-g)/(2gT)$,

```lean
/-- The coefficient `(c - g) / (2 g T)` in the Gaussian exponent. -/
def stiffness (g T w : ℝ) : ℝ := (ridgeSlope g w - g) / (2 * g * T)
```

and on the Gaussian weight $\rho(u)=e^{-au^2}$.

```lean
/-- The Gaussian weight `exp (-(c - g) u² / (2 g T))`. -/
def weight (g T w u : ℝ) : ℝ := Real.exp (-stiffness g T w * u ^ 2)
```

Its integral up to $s$ is $f(s)=\int_{-\infty}^s\rho(u)\,du$,

```lean
/-- The integral `f(s)` of the Gaussian weight up to `s`. -/
def profile (g T w s : ℝ) : ℝ := ∫ u in Iic s, weight g T w u
```

its integral over the whole line is $Z$,

```lean
/-- The integral of the Gaussian weight over the whole line. -/
def total (g T w : ℝ) : ℝ := ∫ u, weight g T w u
```

and the normalised candidate is $q(x,v)=f(v+cx)/Z$. The file names it `committor`, but it is defined by this formula; its equality with the crossing probability of the random trajectories is not derived.

```lean
/-- The normalised function `f(v + c x) / f(∞)` on phase space. -/
def committor (g T w x v : ℝ) : ℝ := profile g T w (v + ridgeSlope g w * x) / total g T w
```

In parts (e) to (m), $g$, $T$ and $w$ are positive unless stated otherwise.

## (a) A quadratic relation for the slope

Show, for all real $g$ and $w$, that

$$c^2=gc+w^2 .$$

By definition $2c-g=\sqrt{g^2+4w^2}$. Squaring gives $4c^2-4gc+g^2=g^2+4w^2$, and division by 4 gives the claim. The code squares the root in `h` and performs the same division in `linear_combination h / 4`.

```lean
/-- The slope `c` obeys `c² = g c + w²`. -/
theorem ridgeSlope_sq (g w : ℝ) : ridgeSlope g w ^ 2 = g * ridgeSlope g w + w ^ 2 := by
  have h := Real.sq_sqrt (show 0 ≤ g ^ 2 + 4 * w ^ 2 by positivity)
  unfold ridgeSlope
  linear_combination h / 4
```

## (b) The slope exceeds the friction

Show, for $w>0$ and any real $g$, that

$$c>g .$$

Since $g^2+4w^2>g^2$, the root exceeds $|g|\ge g$. Hence $c>(g+g)/2=g$.

```lean
/-- For a non-flat barrier the slope `c` exceeds the friction `g`. -/
theorem lt_ridgeSlope (g : ℝ) {w : ℝ} (hw : 0 < w) : g < ridgeSlope g w := by
  have h : g < √(g ^ 2 + 4 * w ^ 2) := Real.lt_sqrt_of_sq_lt (by nlinarith [pow_pos hw 2])
  unfold ridgeSlope
  linarith
```

## (c) Derivatives of a function of one combined coordinate

Let $f$ now be any function differentiable at $s=v+kx$. Show that

$$\partial_v f(v+kx)=f'(s),\qquad \partial_x f(v+kx)=k f'(s).$$

The inner function has slope $1$ in $v$ and slope $k$ in $x$; these are `i1` and `i2`. The chain rule multiplies each by $f'(s)$.

```lean
/-- Chain rule in velocity and in position for a function of `v + k x`. -/
theorem ridge_deriv {f : ℝ → ℝ} {f' k x v : ℝ} (hf : HasDerivAt f f' (v + k * x)) :
    HasDerivAt (fun u => f (u + k * x)) f' v ∧
      HasDerivAt (fun y => f (v + k * y)) (k * f') x := by
  have i1 : HasDerivAt (fun u : ℝ => u + k * x) 1 v := (hasDerivAt_id' v).add_const _
  have i2 : HasDerivAt (fun y : ℝ => v + k * y) (k * 1) x :=
    ((hasDerivAt_id' x).const_mul k).const_add v
  exact ⟨(HasDerivAt.comp v hf i1).congr_deriv (by ring),
    (HasDerivAt.comp x hf i2).congr_deriv (by ring)⟩
```

## (d) From two variables to one

Suppose $k^2=gk+w^2$ and, for every $s$,

$$(k-g)\,s f'(s)+gT f''(s)=0 .$$

Show that $f(v+kx)$ solves the backward equation.

By (c), with $s=v+kx$, the left side of the backward equation is

$$\big[(k-g)v+w^2x\big]f'(s)+gTf''(s).$$

Because $w^2=k(k-g)$, the bracket equals $(k-g)(v+kx)=(k-g)s$, and the assumed equation makes the sum vanish. In the code `f1` and `f2` are $f'$ and $f''$, and the last line combines the two assumptions in this way.

```lean
/-- If `k² = g k + w²` and `(k - g) s f' + g T f'' = 0`, then `f(v + k x)` solves the
backward equation. -/
theorem ridge_solves {g T w k : ℝ} {f f1 f2 : ℝ → ℝ} (hk : k ^ 2 = g * k + w ^ 2)
    (h1 : ∀ s, HasDerivAt f (f1 s) s) (h2 : ∀ s, HasDerivAt f1 (f2 s) s)
    (hode : ∀ s, (k - g) * s * f1 s + g * T * f2 s = 0) :
    SolvesBackward g T w (fun x v => f (v + k * x)) := by
  refine ⟨fun x v => k * f1 (v + k * x), fun x v => f1 (v + k * x),
    fun x v => f2 (v + k * x), fun x v => (ridge_deriv (h1 _)).2,
    fun x v => (ridge_deriv (h1 _)).1, fun x v => (ridge_deriv (h2 _)).1, fun x v => ?_⟩
  linear_combination hode (v + k * x) - x * f1 (v + k * x) * hk
```

## (e) The Gaussian coefficient is positive

Show that

$$a=\frac{c-g}{2gT}>0 .$$

The numerator is positive by (b), and the denominator is a product of positive numbers.

```lean
section Barrier

variable {g T w : ℝ}

lemma stiffness_pos (hg : 0 < g) (hT : 0 < T) (hw : 0 < w) : 0 < stiffness g T w :=
  div_pos (sub_pos.mpr (lt_ridgeSlope g hw)) (by positivity)
```

## (f) The weight is integrable

Show that

$$\int_{-\infty}^{\infty}e^{-au^2}\,du<\infty .$$

On $[-1,1]$ the integrand is at most 1. For $|u|\ge1$ we have $u^2\ge|u|$, so it is at most $e^{-a|u|}$, whose integral is finite because $a>0$. Mathlib supplies this fact directly.

```lean
lemma integrable_weight (hg : 0 < g) (hT : 0 < T) (hw : 0 < w) :
    Integrable (weight g T w) :=
  integrable_exp_neg_mul_sq (stiffness_pos hg hT hw)
```

## (g) The normalisation is positive

Show that

$$Z=\sqrt{\pi/a}>0 .$$

In polar coordinates $Z^2=2\pi\int_0^\infty r e^{-ar^2}dr=\pi/a$, and $Z\ge0$. The lemma states positivity; the value appears inside its proof, through `integral_gaussian`.

```lean
lemma total_pos (hg : 0 < g) (hT : 0 < T) (hw : 0 < w) : 0 < total g T w := by
  have h : total g T w = √(Real.pi / stiffness g T w) := integral_gaussian _
  rw [h]
  exact Real.sqrt_pos.mpr (div_pos Real.pi_pos (stiffness_pos hg hT hw))
```

## (h) The derivative of the weight

Show that

$$\rho'(s)=-2as\,\rho(s).$$

The exponent $-as^2$ has derivative $-2as$, and the exponential reproduces itself. No sign conditions are needed.

```lean
lemma hasDerivAt_weight (s : ℝ) :
    HasDerivAt (weight g T w) (-2 * stiffness g T w * s * weight g T w s) s := by
  have h : HasDerivAt (fun u : ℝ => u ^ 2) (2 * s) s := by simpa using hasDerivAt_pow 2 s
  exact (h.const_mul (-stiffness g T w)).exp.congr_deriv (by unfold weight; ring)
```

## (i) The derivative of the profile

With $f$ again the Gaussian integral, show that

$$f'(s)=\rho(s).$$

Write $f(s)=f(0)+\int_0^s\rho(u)\,du$, which (f) permits. The first term is constant, and since $\rho$ is continuous, the fundamental theorem of calculus gives the derivative of the second. The equation `e` is this splitting.

```lean
/-- The derivative of the profile `f` is the Gaussian weight. -/
theorem hasDerivAt_profile (hg : 0 < g) (hT : 0 < T) (hw : 0 < w) (s : ℝ) :
    HasDerivAt (profile g T w) (weight g T w s) s := by
  have hI := integrable_weight hg hT hw
  have hc : Continuous (weight g T w) := by unfold weight; fun_prop
  have e : profile g T w = fun s => profile g T w 0 + ∫ u in (0 : ℝ)..s, weight g T w u := by
    funext r
    have h := intervalIntegral.integral_Iic_sub_Iic (a := 0) (b := r)
      hI.integrableOn hI.integrableOn
    unfold profile
    linarith
  rw [e]
  exact (hc.integral_hasStrictDerivAt 0 s).hasDerivAt.const_add _
```

## (j) The Gaussian integral solves the backward equation

Show that $F(x,v)=f(v+cx)$ satisfies

$$vF_x+(w^2x-gv)F_v+gTF_{vv}=0 .$$

By (a), part (d) applies with $k=c$. By (h) and (i), its one-variable equation becomes

$$(c-g)s\rho(s)-2gTa\,s\rho(s)=0,$$

which holds because $2gTa=c-g$. That identity is `ha`.

```lean
/-- The unnormalised function `f(v + c x)` solves the backward Kramers equation. -/
theorem profile_solves (hg : 0 < g) (hT : 0 < T) (hw : 0 < w) :
    SolvesBackward g T w (fun x v => profile g T w (v + ridgeSlope g w * x)) := by
  have ha : 2 * g * T * stiffness g T w = ridgeSlope g w - g := by
    unfold stiffness
    field_simp
  refine ridge_solves (ridgeSlope_sq g w) (hasDerivAt_profile hg hT hw)
    hasDerivAt_weight fun s => ?_
  linear_combination (-(s * weight g T w s)) * ha
```

## (k) Reflection of the profile

Show that

$$f(-s)=Z-f(s).$$

Since $\rho$ is even, the substitution $u\to-u$ gives $f(s)=\int_{-s}^{\infty}\rho(u)\,du$. Adding $f(-s)=\int_{-\infty}^{-s}\rho(u)\,du$ covers the whole line, so the sum is $Z$. In the code `h1` is the substitution and `h3` the addition.

```lean
/-- Reflection symmetry of the profile: `f(-s) = f(∞) - f(s)`. -/
theorem profile_neg (hg : 0 < g) (hT : 0 < T) (hw : 0 < w) (s : ℝ) :
    profile g T w (-s) = total g T w - profile g T w s := by
  have h1 : ∫ u in Iic s, weight g T w (-u) = ∫ u in Ioi (-s), weight g T w u :=
    integral_comp_neg_Iic s (weight g T w)
  have h2 : ∀ u, weight g T w (-u) = weight g T w u := fun u => by
    unfold weight
    rw [neg_sq]
  simp only [h2] at h1
  have h3 := integral_add_compl (measurableSet_Iic (a := -s)) (integrable_weight hg hT hw)
  rw [compl_Iic] at h3
  unfold profile total
  linarith
```

## (l) The normalised solution and its limits

Show that $q$ solves the backward equation and that, at each fixed $v$,

$$\lim_{x\to\infty}q(x,v)=1,\qquad \lim_{x\to-\infty}q(x,v)=0 .$$

The equation is linear, so dividing the solution from (j) by the constant $Z$ preserves it. Integrability gives $f(s)\to Z$ as $s\to\infty$, and then (k) gives $f(s)=Z-f(-s)\to0$ as $s\to-\infty$. Since $c>g>0$, $v+cx$ tends to $\pm\infty$ together with $x$. The two limits of $f$ are `top` and `bot`.

```lean
/-- The normalised function solves the backward Kramers equation and, at every fixed velocity,
tends to 1 far on the right of the barrier and to 0 far on the left. -/
theorem committor_solves (hg : 0 < g) (hT : 0 < T) (hw : 0 < w) :
    SolvesBackward g T w (committor g T w) ∧
      (∀ v, Tendsto (fun x => committor g T w x v) atTop (𝓝 1)) ∧
      (∀ v, Tendsto (fun x => committor g T w x v) atBot (𝓝 0)) := by
  have hZ := (total_pos hg hT hw).ne'
  have hc : 0 < ridgeSlope g w := hg.trans (lt_ridgeSlope g hw)
  have top : Tendsto (profile g T w) atTop (𝓝 (total g T w)) :=
    (aecover_Iic tendsto_id).integral_tendsto_of_countably_generated
      (integrable_weight hg hT hw)
  -- the left limit follows from the right one by reflection
  have bot : Tendsto (profile g T w) atBot (𝓝 0) := by
    have h := (tendsto_const_nhds (x := total g T w)).sub (top.comp tendsto_neg_atBot_atTop)
    rw [sub_self] at h
    refine h.congr fun s => ?_
    have := profile_neg hg hT hw s
    simp only [Function.comp_apply]
    linarith
  refine ⟨?_, fun v => ?_, fun v => ?_⟩
  · obtain ⟨qx, qv, qvv, h1, h2, h3, h4⟩ := profile_solves hg hT hw
    refine ⟨fun x v => qx x v / total g T w, fun x v => qv x v / total g T w,
      fun x v => qvv x v / total g T w, fun x v => (h1 x v).div_const _,
      fun x v => (h2 x v).div_const _, fun x v => (h3 x v).div_const _, fun x v => ?_⟩
    linear_combination h4 x v / total g T w
  · have h := (top.comp (tendsto_atTop_add_const_left atTop v
      (tendsto_id.const_mul_atTop hc))).div_const (total g T w)
    rw [div_self hZ] at h
    exact h
  · have h := (bot.comp (tendsto_atBot_add_const_left atBot v
      (tendsto_id.const_mul_atBot hc))).div_const (total g T w)
    rw [zero_div] at h
    exact h
```

## (m) The line of even odds

Show that

$$q(x,v)=\tfrac12\iff v+cx=0 .$$

Setting $s=0$ in (k) gives $f(0)=Z/2$. Since $f'=\rho>0$, $f$ is strictly increasing and takes the value $Z/2$ only at zero. The code calls this monotonicity `hmono`.

A particle at $x<0$ thus reaches the value one half at velocity $-cx>0$. For simulations of barrier crossing, this line and the full formula for $q$ offer a reference for numerical committors, within one-dimensional motion, a parabolic barrier and memoryless friction, provided that the end states lie far from the top compared with the thermal length $\sqrt{T}/w$.

```lean
/-- The normalised function `f(v + c x) / f(∞)` equals one half exactly on the phase-space line `v +
c x = 0`. -/
theorem committor_eq_half_iff (hg : 0 < g) (hT : 0 < T) (hw : 0 < w) (x v : ℝ) :
    committor g T w x v = 1 / 2 ↔ v + ridgeSlope g w * x = 0 := by
  have hZ := total_pos hg hT hw
  have hmono : StrictMono (profile g T w) := strictMono_of_deriv_pos fun s => by
    rw [(hasDerivAt_profile hg hT hw s).deriv]
    exact Real.exp_pos _
  have h0 := profile_neg hg hT hw 0
  rw [neg_zero] at h0
  unfold committor
  rw [div_eq_iff hZ.ne']
  constructor
  · intro h
    exact hmono.injective (by linarith)
  · intro h
    rw [h]
    linarith

end Barrier
```

## (n) No other positive slope works

Let $w>0$ and $k>0$, and let $h$ take different values at two points. Suppose $h(v+kx)$ solves the backward equation. Show that

$$k=c .$$

Since $h$ is not constant, $h'(s)\ne0$ for some $s$. The phase-space points $(x,v)=(0,s)$ and $(1,s-k)$ share the value $v+kx=s$, and there the equation reads

$$skh'-gsh'+gTh''=0,$$
$$(s-k)kh'+\big(w^2-g(s-k)\big)h'+gTh''=0,$$

with the derivatives taken at $s$. Subtraction leaves $(k^2-gk-w^2)h'(s)=0$, so $k^2=gk+w^2$. Subtracting (a) gives

$$(k-c)(k+c-g)=0 .$$

The second factor is positive by (b), hence $k=c$.

In the code $h'$ is `qv 0`, the velocity derivative at $x=0$. Uniqueness of derivatives yields `hqv`, `hqx` and `hqvv`, which express all supplied derivatives through $h$; `e0` and `e1` are the two displayed equations. The theorem needs no sign condition on $g$ or $T$. It compares only solutions that depend on a single combination $v+kx$.

```lean
/-- Any non-constant solution of the form `h(v + k x)` with `k > 0` has slope `k = c`. -/
theorem slope_unique {g T w k a b : ℝ} {h : ℝ → ℝ} (hw : 0 < w) (hk : 0 < k)
    (hab : h a ≠ h b) (hsol : SolvesBackward g T w (fun x v => h (v + k * x))) :
    k = ridgeSlope g w := by
  obtain ⟨qx, qv, qvv, hx, hv, hvv, heq⟩ := hsol
  have hd : ∀ s, HasDerivAt h (qv 0 s) s := fun s => by simpa using hv 0 s
  have hqv : ∀ x v, qv x v = qv 0 (v + k * x) := fun x v =>
    (hv x v).unique (ridge_deriv (hd _)).1
  have hqx : ∀ x v, qx x v = k * qv 0 (v + k * x) := fun x v =>
    (hx x v).unique (ridge_deriv (hd _)).2
  have hqvv : ∀ x v, qvv x v = qvv 0 (v + k * x) := fun x v => by
    have e : qv x = fun u => qv 0 (u + k * x) := funext (hqv x)
    have h2 := hvv x v
    rw [e] at h2
    exact h2.unique (ridge_deriv (hvv 0 _)).1
  obtain ⟨s, hs⟩ : ∃ s, qv 0 s ≠ 0 := by
    by_contra hcon
    have hz : ∀ s, qv 0 s = 0 := fun s => by
      by_contra hne
      exact hcon ⟨s, hne⟩
    exact hab (is_const_of_deriv_eq_zero (fun s => (hd s).differentiableAt)
      (fun s => (hd s).deriv.trans (hz s)) a b)
  -- compare two phase-space points with the same value of `v + k x`
  have e0 := heq 0 s
  have e1 := heq 1 (s - k)
  rw [hqx 0 s, show s + k * 0 = s by ring] at e0
  rw [hqx 1 (s - k), hqv 1 (s - k), hqvv 1 (s - k), show s - k + k * 1 = s by ring] at e1
  have hquad : k ^ 2 = g * k + w ^ 2 :=
    mul_left_cancel₀ hs (by linear_combination e0 - e1)
  have hprod : (k - ridgeSlope g w) * (k + ridgeSlope g w - g) = 0 := by
    linear_combination hquad - ridgeSlope_sq g w
  have hpos : 0 < k + ridgeSlope g w - g := by linarith [lt_ridgeSlope g hw]
  exact sub_eq_zero.mp ((mul_eq_zero.mp hprod).resolve_right hpos.ne')

end

end KramersCommittor
```

## Had the equation used Mathlib's `deriv`

`SolvesBackward` could have been written with Mathlib's `deriv`, which returns zero wherever a function is not differentiable. The definition would be shorter, but a step function of $v+kx$ would then count as a solution for every $k>0$, since all its derivatives would be recorded as zero. Part (n) would be false without an added differentiability assumption.

```lean
#print axioms KramersCommittor.committor_solves
-- 'KramersCommittor.committor_solves' depends on axioms: [propext, Classical.choice, Quot.sound]
#print axioms KramersCommittor.committor_eq_half_iff
-- 'KramersCommittor.committor_eq_half_iff' depends on axioms: [propext, Classical.choice, Quot.sound]
#print axioms KramersCommittor.slope_unique
-- 'KramersCommittor.slope_unique' depends on axioms: [propext, Classical.choice, Quot.sound]
```
